# A two-power lattice energy with the steeper repulsion is lowest only at the spacing where the forces balance

The lattice energy at spacing s is modelled as a repulsion A s^(−m) minus an attraction term D s^(−n), with A and D positive and real exponents m > n > 0. The failing theorem, `latticeEnergy_min`, states that the energy at s₀ = (mA/(nD))^(1/(m−n)) is strictly lower than at any other positive spacing. The attempt writes the other spacing as s₀x and applies the strict Bernoulli inequality, with exponent m/n, to x^(−n). It then tries to reach the energy inequality by combining the result with the balance of forces at s₀.

Lean 4 with Mathlib refuses this proof:

```lean
import Mathlib

open Filter Topology

namespace TwoPowerEquationOfState

noncomputable section

/-- Lattice energy at spacing `s`: a repulsion `A s^(-m)` and an attraction `-D s^(-n)`. -/
def latticeEnergy (A D m n s : ℝ) : ℝ := A * s ^ (-m) - D * s ^ (-n)

/-- The spacing `s₀ = (m A / (n D))^(1/(m-n))`. -/
def equilibriumSpacing (A D m n : ℝ) : ℝ := (m * A / (n * D)) ^ (1 / (m - n))

variable {c A D m n V : ℝ}

/-- The spacing `s₀` is positive, and there `m A s₀^(-m) = n D s₀^(-n)`: repulsive and
attractive forces balance. -/
theorem force_balance (hA : 0 < A) (hD : 0 < D) (hn : 0 < n) (hmn : n < m) :
    0 < equilibriumSpacing A D m n ∧
      m * A * equilibriumSpacing A D m n ^ (-m) = n * D * equilibriumSpacing A D m n ^ (-n) := by
  have hm : 0 < m := hn.trans hmn
  have hq : 0 < m * A / (n * D) := by positivity
  have hs : 0 < equilibriumSpacing A D m n := Real.rpow_pos_of_pos hq _
  have hd : m - n ≠ 0 := (sub_pos.mpr hmn).ne'
  have hp : equilibriumSpacing A D m n ^ (m - n) = m * A / (n * D) := by
    rw [equilibriumSpacing, ← Real.rpow_mul hq.le, one_div_mul_cancel hd, Real.rpow_one]
  refine ⟨hs, ?_⟩
  rw [show -n = (m - n) + -m by ring, Real.rpow_add hs, hp]
  field_simp

/-- The lattice energy at `s₀` is strictly below that at every other positive spacing. -/
theorem latticeEnergy_min (hA : 0 < A) (hD : 0 < D) (hn : 0 < n) (hmn : n < m)
    {s : ℝ} (hs : 0 < s) (hne : s ≠ equilibriumSpacing A D m n) :
    latticeEnergy A D m n (equilibriumSpacing A D m n) < latticeEnergy A D m n s := by
  obtain ⟨h0, bal⟩ := force_balance hA hD hn hmn
  generalize equilibriumSpacing A D m n = s0 at *
  obtain ⟨x, hx, rfl⟩ : ∃ x, 0 < x ∧ s = s0 * x :=
    ⟨s / s0, div_pos hs h0, by field_simp⟩
  have ht : x ^ (-n) ≠ 1 := by
    intro ht
    have h := Real.rpow_mul hx.le (-n) (-1 / n)
    rw [show -n * (-1 / n) = 1 by field_simp, Real.rpow_one, ht, Real.one_rpow] at h
    exact hne (by rw [h, mul_one])
  -- strict Bernoulli inequality with exponent m / n > 1
  have hb := one_add_mul_self_lt_rpow_one_add (s := x ^ (-n) - 1)
    (by linarith [Real.rpow_pos_of_pos hx (-n)]) (sub_ne_zero.mpr ht) ((one_lt_div hn).mpr hmn)
  rw [add_sub_cancel, ← Real.rpow_mul hx.le, show -n * (m / n) = -m by field_simp] at hb
  have bal' : D * s0 ^ (-n) = m / n * (A * s0 ^ (-m)) := by
    field_simp
    linear_combination -bal
  have key := mul_pos (mul_pos hA (Real.rpow_pos_of_pos h0 (-m))) (sub_pos.mpr hb)
  unfold latticeEnergy
  rw [Real.mul_rpow h0.le hx.le, Real.mul_rpow h0.le hx.le]
  linear_combination key + (1 - x ^ (-n)) * bal'

end

end TwoPowerEquationOfState
```

Lean reports:

```
Main.lean:55:2: error: ring failed, ring expressions not equal up to an additive constant
A D m n : ℝ
hA : 0 < A
hD : 0 < D
hn : 0 < n
hmn : n < m
s0 : ℝ
h0 : 0 < s0
bal : m * A * s0 ^ (-m) = n * D * s0 ^ (-n)
x : ℝ
hx : 0 < x
hs : 0 < s0 * x
hne : s0 * x ≠ s0
ht : x ^ (-n) ≠ 1
hb : 1 + m / n * (x ^ (-n) - 1) < x ^ (-m)
bal' : D * s0 ^ (-n) = m / n * (A * s0 ^ (-m))
key : 0 < A * s0 ^ (-m) * (x ^ (-m) - (1 + m / n * (x ^ (-n) - 1)))
⊢ A * s0 ^ (-m) * m * n⁻¹ * 2 - A * s0 ^ (-m) * m * n⁻¹ * x ^ (-n) * 2 - D * s0 ^ (-n) * 2 +
      D * s0 ^ (-n) * x ^ (-n) * 2 ≤
    0
```

The error is a wrong sign in the final `linear_combination`. Write a = A s₀^(−m), d = D s₀^(−n) and y = x^(−n). The Bernoulli step `key` contains the term a(m/n)(y − 1) where the goal needs d(y − 1). The hypothesis `bal'`, which says d = (m/n)a, makes the two equal, but it has to be added with coefficient y − 1. The attempt used 1 − y, which doubles the discrepancy instead of cancelling it.

What remains is 2(y − 1)(d − (m/n)a) ≤ 0, which is the goal in the message, written out in full. Its left side is in fact zero by `bal'`, but the closing `ring` step does only algebra and does not use hypotheses, so it fails. The diff changes the coefficient to `x ^ (-n) - 1`; the terms then cancel identically and the inequality follows from `key`.

The mended proof, as a diff:

```diff
@@ -53,5 +53,5 @@
   unfold latticeEnergy
   rw [Real.mul_rpow h0.le hx.le, Real.mul_rpow h0.le hx.le]
-  linear_combination key + (1 - x ^ (-n)) * bal'
+  linear_combination key + (x ^ (-n) - 1) * bal'
 
 end
```
